# The intrinsic Hall conductivity of exchange-split Rashba bands peaks at the upper edge of the exchange gap

## Bands, curvature and units

Set $\hbar=m=1$. An electron in two dimensions has Rashba coupling $\alpha$, which ties its spin to its momentum, and exchange energy $D>0$, which favours one spin direction normal to the plane:

$$H=\frac{k^2}{2}+\alpha(k_y\sigma_x-k_x\sigma_y)+D\sigma_z .$$

With $a=\alpha^2>0$ and wave number $k$, the two bands are

$$\varepsilon_\mp(k)=\frac{k^2}{2}\mp S(k),\qquad S(k)=\sqrt{ak^2+D^2}.$$

The spin part of $H$ is $\mathbf d\cdot\boldsymbol\sigma$ with $\mathbf d=(\alpha k_y,-\alpha k_x,D)$ and $|\mathbf d|=S$. The lower band has Berry curvature

$$\Omega(k)=\frac{\mathbf d\cdot(\partial_{k_x}\mathbf d\times\partial_{k_y}\mathbf d)}{2S^3}=\frac{aD}{2S(k)^3},$$

and the upper band has $-\Omega(k)$. This fixes the sign convention for the conductivity.

At $k=0$ the bands lie at $-D$ and $D$. The window between these energies is called the exchange gap, although the lower band still crosses it. At zero temperature the intrinsic Hall conductivity, in units of $e^2/h$, is the curvature integrated over the occupied states and divided by $2\pi$. For one filled disc of the lower band this is

$$\Phi(k)=\int_0^k q\,\Omega(q)\,dq .$$

## The conductivity curve and its maximum

Let $E$ be the Fermi energy and $R=\sqrt{a^2+D^2+2aE}$. The conductivity is

$$s(E)=\begin{cases}\dfrac12\left(1-\dfrac{D}{a+R}\right), & -D\le E\le D,\\[2ex] \dfrac D2\left(\dfrac1{R-a}-\dfrac1{R+a}\right), & E\ge D.\end{cases}$$

For $a,D>0$ the two expressions agree at $E=D$. The function increases strictly on $[-D,D]$ and decreases strictly on $[D,\infty)$. Its value at $D$ is $a/(2a+D)$, and it is smaller at every other $E\ge-D$. At fixed $D$ this peak tends to $1/2$ as $a\to\infty$.

In Lean all quantities are real numbers. `splitting`, `lowerBand`, `upperBand`, `curvature` and `flux` stand for $S$, $\varepsilon_-$, $\varepsilon_+$, $\Omega$ and $\Phi$, and `fermiRoot` is $R$. The word splitting here means $S$, which is half the energy distance between the bands at the same $k$. The two formulas are `gapBranch` and `metalBranch`, and `hall` joins them, using the first at $E=D$. Despite these names the model is also metallic in the gap, since the lower band has a Fermi circle at every $E>-D$. The monotonicity and the strict maximum are in `hall_peak`, the agreement at the edge in `branches_agree`, and the limit in `peak_tendsto_half`.

Two theorems connect `hall` to the bands. `hall_eq_flux` says that, for $-D<E\le D$ and any $k$ with $\varepsilon_-(k)=E$, the conductivity is $\Phi(k)$. `hall_eq_flux_sub` says that, if $\varepsilon_-(k)=E$ and $\varepsilon_+(q)=E$, it is $\Phi(k)-\Phi(q)$. The minus sign carries the opposite curvature of the upper band. Both theorems take the Fermi wave numbers as given.

The bands and the curvature enter as definitions; the Hamiltonian and its spinors do not appear in the file. Energies below $-D$, which the lower band reaches when $a>D$, are left out, as are scattering, interactions and finite temperature. Within this non-interacting continuum model, the closed formulas give exact values with which a numerical integration of the Berry curvature can be compared.

## From curvature to flux

Since $S'(k)=ak/S(k)$,

$$\frac{d}{dk}\,\frac12\left(1-\frac{D}{S(k)}\right)=\frac{D}{2S^2}\cdot\frac{ak}{S}=k\,\Omega(k).$$

The function being differentiated vanishes at $k=0$, where $S=D$. Hence

$$\Phi(k)=\frac12\left(1-\frac{D}{S(k)}\right).$$

Only the splitting at the rim of the disc is needed.

## The splitting on the Fermi circles

Substitute $k^2=(S^2-D^2)/a$ into $\varepsilon_-(k)=E$:

$$S^2-2aS=D^2+2aE,\qquad\text{so}\qquad (S-a)^2=R^2 .$$

The candidates are $S=a+R$ and $S=a-R$. Suppose $S<a$. Since $S\ge D$, both factors of $(S-D)(2a-D-S)$ are non-negative. Expanding the product and using the quadratic equation gives

$$0\le 2aS-S^2-2aD+D^2=-2a(E+D),$$

which is impossible for $E>-D$. Therefore $S\ge a$ and $S=a+R$. The strict inequality matters: at $E=-D$ the point $k=0$ also solves the band equation, with $S=D$, and for $a>D$ this differs from $a+R=2a-D$.

For the upper band the same substitution gives $(S+a)^2=R^2$. As $S+a>0$, this means $S=R-a$.

In the gap only a disc of the lower band is filled, and $\Phi$ at $S=a+R$ is the first formula for $s$. Above the gap the upper disc is subtracted:

$$\frac12\left(1-\frac D{R+a}\right)-\frac12\left(1-\frac D{R-a}\right)=\frac D2\left(\frac1{R-a}-\frac1{R+a}\right).$$

## Rise, fall and limit

At $E=D$ we have $R^2=(a+D)^2$, so $R=a+D$. The two formulas become

$$\frac12\left(1-\frac D{2a+D}\right)=\frac a{2a+D},\qquad \frac D2\left(\frac1D-\frac1{2a+D}\right)=\frac a{2a+D}.$$

On $[-D,D]$ the radicand satisfies $R^2\ge(a-D)^2\ge0$ and increases with $E$. Hence $R$ increases, $D/(a+R)$ decreases, and $s$ increases. For $E\ge D$,

$$s(E)=\frac D2\cdot\frac{2a}{R^2-a^2}=\frac{aD}{D^2+2aE},$$

which decreases because its positive denominator grows. The two monotone pieces meet at $D$, so the maximum there is strict. Finally,

$$\frac a{2a+D}=\frac12-\frac{D/2}{2a+D}\longrightarrow\frac12\qquad(a\to\infty,\ D\text{ fixed}).$$

The peak stays below $1/2$ at every finite $a$.

## The complete Lean file

```lean
import Mathlib

open Filter Topology Set

namespace RashbaHall

noncomputable section

/-- Half the energy separation of the two Rashba bands at wave number `k`, for squared Rashba
coupling `a` and exchange energy `D` (units with ħ = m = 1). -/
def splitting (a D k : ℝ) : ℝ := √(a * k ^ 2 + D ^ 2)

/-- Energy of the lower band. -/
def lowerBand (a D k : ℝ) : ℝ := k ^ 2 / 2 - splitting a D k

/-- Energy of the upper band. -/
def upperBand (a D k : ℝ) : ℝ := k ^ 2 / 2 + splitting a D k

/-- Berry curvature of the lower band, for `a, D > 0`. -/
def curvature (a D k : ℝ) : ℝ := a * D / (2 * splitting a D k ^ 3)

/-- Berry flux of the lower band through the disc of radius `k`, divided by 2π. -/
def flux (a D k : ℝ) : ℝ := ∫ q in (0 : ℝ)..k, q * curvature a D q

/-- The root `R = sqrt(a² + D² + 2aE)` at Fermi energy `E`. -/
def fermiRoot (a D E : ℝ) : ℝ := √(a ^ 2 + D ^ 2 + 2 * a * E)

/-- Hall conductivity formula for a Fermi energy in the exchange gap, `-D ≤ E ≤ D`,
with `a, D > 0`. -/
def gapBranch (a D E : ℝ) : ℝ := (1 - D / (a + fermiRoot a D E)) / 2

/-- Hall conductivity formula for a Fermi energy above the gap, `D ≤ E`, with `a, D > 0`. -/
def metalBranch (a D E : ℝ) : ℝ :=
  D / 2 * (1 / (fermiRoot a D E - a) - 1 / (fermiRoot a D E + a))

/-- Hall conductivity in units of e²/h as a function of the Fermi energy `E ≥ -D`,
with `a, D > 0`. -/
def hall (a D E : ℝ) : ℝ := if E ≤ D then gapBranch a D E else metalBranch a D E

variable {a D E : ℝ}

/-- The Berry flux of the lower band through a disc of radius `k`, divided by 2π, is `(1 - D / S) /
2`, where `S` is the splitting at the rim. -/
theorem flux_eq (ha : 0 < a) (hD : 0 < D) (k : ℝ) :
    flux a D k = (1 - D / splitting a D k) / 2 := by
  have hpos : ∀ q, 0 < splitting a D q := fun q => Real.sqrt_pos.2 (by positivity)
  have hS : ∀ q, HasDerivAt (splitting a D) (a * q / splitting a D q) q := by
    intro q
    have h1 : HasDerivAt (fun x : ℝ => a * x ^ 2 + D ^ 2) (2 * (a * q)) q :=
      (((hasDerivAt_pow 2 q).const_mul a).add_const (D ^ 2)).congr_deriv
        (by norm_num; ring)
    have h0 : a * q ^ 2 + D ^ 2 ≠ 0 := by positivity
    exact (h1.sqrt h0).congr_deriv (mul_div_mul_left _ _ two_ne_zero)
  -- the closed form is a primitive of the radial flux density
  have hF : ∀ q, HasDerivAt (fun x => (1 - D / splitting a D x) / 2)
      (q * curvature a D q) q := by
    intro q
    have hne := (hpos q).ne'
    refine ((((hasDerivAt_const q D).fun_div (hS q) hne).const_sub 1).div_const 2).congr_deriv ?_
    unfold curvature
    field_simp
    ring
  have hc : Continuous (splitting a D) :=
    continuous_iff_continuousAt.2 fun q => (hS q).continuousAt
  have hcont : Continuous (fun q => q * curvature a D q) := by
    unfold curvature
    exact continuous_id.mul (continuous_const.div (continuous_const.mul (hc.pow 3))
      fun q => (mul_pos two_pos (pow_pos (hpos q) 3)).ne')
  have h0 : splitting a D 0 = D := by
    unfold splitting
    rw [show a * 0 ^ 2 + D ^ 2 = D ^ 2 by ring, Real.sqrt_sq hD.le]
  unfold flux
  rw [intervalIntegral.integral_eq_sub_of_hasDerivAt (fun q _ => hF q)
    (hcont.intervalIntegrable 0 k), h0, div_self hD.ne']
  ring

/-- On the Fermi circles the splitting is `a + R` in the lower band, for `E > -D`, and
`R - a` in the upper band. -/
theorem splitting_at_fermi (ha : 0 < a) (hD : 0 < D) (k : ℝ) :
    (-D < E → lowerBand a D k = E → splitting a D k = a + fermiRoot a D E) ∧
    (upperBand a D k = E → splitting a D k = fermiRoot a D E - a) := by
  have hsq : splitting a D k ^ 2 = a * k ^ 2 + D ^ 2 := Real.sq_sqrt (by positivity)
  have hge : D ≤ splitting a D k :=
    (Real.le_sqrt' hD).2 (by nlinarith [mul_nonneg ha.le (sq_nonneg k)])
  unfold lowerBand upperBand fermiRoot
  constructor
  · intro hE h
    have h1 : a ^ 2 + D ^ 2 + 2 * a * E = (splitting a D k - a) ^ 2 := by
      rw [← h]
      linear_combination -hsq
    -- the other root of the quadratic would lie below the minimal splitting `D`
    have h2 : 0 ≤ splitting a D k - a := by
      by_contra hn
      have hn' : splitting a D k < a := by linarith
      have h3 : 0 < a * (E + D) := mul_pos ha (by linarith)
      have h4 : 0 ≤ (splitting a D k - D) * (2 * a - D - splitting a D k) :=
        mul_nonneg (by linarith) (by linarith)
      nlinarith
    rw [h1, Real.sqrt_sq h2]
    ring
  · intro h
    have h1 : a ^ 2 + D ^ 2 + 2 * a * E = (splitting a D k + a) ^ 2 := by
      rw [← h]
      linear_combination -hsq
    rw [h1, Real.sqrt_sq (by linarith)]
    ring

/-- At the upper gap edge `E = D` both branches equal `a / (2a + D)`. -/
theorem branches_agree (ha : 0 < a) (hD : 0 < D) :
    gapBranch a D D = a / (2 * a + D) ∧ metalBranch a D D = a / (2 * a + D) := by
  have hR : fermiRoot a D D = a + D := by
    unfold fermiRoot
    rw [show a ^ 2 + D ^ 2 + 2 * a * D = (a + D) ^ 2 by ring, Real.sqrt_sq (by positivity)]
  have hne : 2 * a + D ≠ 0 := by positivity
  unfold gapBranch metalBranch
  rw [hR, show a + (a + D) = 2 * a + D by ring, show a + D - a = D by ring,
    show a + D + a = 2 * a + D by ring]
  constructor <;> field_simp <;> ring

/-- From the upper gap edge on, the Hall conductivity is given by the metallic branch, which
equals `aD / (D² + 2aE)`. -/
theorem hall_above_gap (ha : 0 < a) (hD : 0 < D) (hE : D ≤ E) :
    hall a D E = metalBranch a D E ∧ metalBranch a D E = a * D / (D ^ 2 + 2 * a * E) := by
  constructor
  · rcases hE.eq_or_lt with rfl | h
    · rw [hall, if_pos le_rfl, (branches_agree ha hD).1, (branches_agree ha hD).2]
    · rw [hall, if_neg (not_le_of_gt h)]
  · have hE0 : 0 < E := by linarith
    have hsq : fermiRoot a D E ^ 2 = a ^ 2 + D ^ 2 + 2 * a * E :=
      Real.sq_sqrt (by positivity)
    have hR : a + D ≤ fermiRoot a D E :=
      (Real.le_sqrt' (by positivity)).2 (by nlinarith [mul_le_mul_of_nonneg_left hE ha.le])
    have h1 : fermiRoot a D E - a ≠ 0 := by linarith
    have h2 : fermiRoot a D E + a ≠ 0 := by linarith
    rw [show D ^ 2 + 2 * a * E = (fermiRoot a D E - a) * (fermiRoot a D E + a) by
      linear_combination -hsq]
    unfold metalBranch
    field_simp
    ring

/-- In the gap the Hall conductivity is the Berry flux through the lower Fermi circle, divided by
2π. -/
theorem hall_eq_flux (ha : 0 < a) (hD : 0 < D) {k : ℝ} (h1 : -D < E) (h2 : E ≤ D)
    (hk : lowerBand a D k = E) : hall a D E = flux a D k := by
  rw [flux_eq ha hD, (splitting_at_fermi ha hD k).1 h1 hk, hall, if_pos h2, gapBranch]

/-- When both bands have a Fermi circle, the Hall conductivity is the difference of the fluxes of
the lower-band curvature through the two circles, divided by 2π. -/
theorem hall_eq_flux_sub (ha : 0 < a) (hD : 0 < D) {k q : ℝ}
    (hk : lowerBand a D k = E) (hq : upperBand a D q = E) :
    hall a D E = flux a D k - flux a D q := by
  have hE : D ≤ E := by
    have h : D ≤ splitting a D q :=
      (Real.le_sqrt' hD).2 (by nlinarith [mul_nonneg ha.le (sq_nonneg q)])
    unfold upperBand at hq
    nlinarith [sq_nonneg q]
  rw [flux_eq ha hD, flux_eq ha hD, (splitting_at_fermi ha hD k).1 (by linarith) hk,
    (splitting_at_fermi ha hD q).2 hq, (hall_above_gap ha hD hE).1, metalBranch]
  ring

/-- The Hall conductivity rises strictly through the gap and falls strictly above it; its value
at `E = D` is `a / (2a + D)`, and it is smaller at every other `E ≥ -D`. -/
theorem hall_peak (ha : 0 < a) (hD : 0 < D) :
    StrictMonoOn (hall a D) (Icc (-D) D) ∧ StrictAntiOn (hall a D) (Ici D) ∧
    hall a D D = a / (2 * a + D) ∧
    ∀ E, -D ≤ E → E ≠ D → hall a D E < a / (2 * a + D) := by
  have hmono : StrictMonoOn (hall a D) (Icc (-D) D) := by
    intro x hx y hy hxy
    have h0 : 0 ≤ a ^ 2 + D ^ 2 + 2 * a * x := by
      nlinarith [sq_nonneg (a - D), mul_nonneg ha.le (by linarith [hx.1] : 0 ≤ x + D)]
    have hR : fermiRoot a D x < fermiRoot a D y :=
      Real.sqrt_lt_sqrt h0 (by nlinarith [mul_lt_mul_of_pos_left hxy ha])
    have hx0 : 0 ≤ fermiRoot a D x := Real.sqrt_nonneg _
    have h := div_lt_div_of_pos_left hD (by linarith : 0 < a + fermiRoot a D x)
      (by linarith : a + fermiRoot a D x < a + fermiRoot a D y)
    rw [hall, hall, if_pos hx.2, if_pos hy.2, gapBranch, gapBranch]
    linarith
  have hanti : StrictAntiOn (hall a D) (Ici D) := by
    intro x hx y hy hxy
    have hx0 : 0 < x := lt_of_lt_of_le hD hx
    rw [(hall_above_gap ha hD hx).1, (hall_above_gap ha hD hx).2,
      (hall_above_gap ha hD hy).1, (hall_above_gap ha hD hy).2]
    exact div_lt_div_of_pos_left (by positivity) (by positivity)
      (by nlinarith [mul_lt_mul_of_pos_left hxy ha])
  have hpeak : hall a D D = a / (2 * a + D) := by
    rw [hall, if_pos le_rfl, (branches_agree ha hD).1]
  refine ⟨hmono, hanti, hpeak, fun E hE hne => ?_⟩
  rw [← hpeak]
  rcases lt_or_gt_of_ne hne with h | h
  · exact hmono ⟨hE, h.le⟩ ⟨by linarith, le_rfl⟩ h
  · exact hanti (mem_Ici.2 le_rfl) (mem_Ici.2 h.le) h

/-- At fixed exchange energy the peak Hall conductivity tends to one half of e²/h as the
Rashba coupling grows. -/
theorem peak_tendsto_half (hD : 0 < D) :
    Tendsto (fun a => hall a D D) atTop (𝓝 (1 / 2)) := by
  have h : Tendsto (fun a : ℝ => 2 * a + D) atTop atTop :=
    tendsto_atTop_add_const_right _ D (tendsto_id.const_mul_atTop two_pos)
  have h2 := (h.const_div_atTop (D / 2)).const_sub (1 / 2)
  rw [sub_zero] at h2
  refine h2.congr' ?_
  filter_upwards [eventually_gt_atTop (0 : ℝ)] with a ha
  have hne : 2 * a + D ≠ 0 := by positivity
  rw [(hall_peak ha hD).2.2.1]
  field_simp
  ring

end

end RashbaHall
```

```lean
#print axioms RashbaHall.hall_above_gap
-- 'RashbaHall.hall_above_gap' depends on axioms: [propext, Classical.choice, Quot.sound]
#print axioms RashbaHall.hall_eq_flux
-- 'RashbaHall.hall_eq_flux' depends on axioms: [propext, Classical.choice, Quot.sound]
#print axioms RashbaHall.hall_eq_flux_sub
-- 'RashbaHall.hall_eq_flux_sub' depends on axioms: [propext, Classical.choice, Quot.sound]
#print axioms RashbaHall.peak_tendsto_half
-- 'RashbaHall.peak_tendsto_half' depends on axioms: [propext, Classical.choice, Quot.sound]
```

## How the Lean proof follows the calculation

**Flux.** In `flux_eq`, the step `hS` differentiates the square root and `hF` shows that the closed form is a primitive of $q\,\Omega(q)$. The fundamental theorem of calculus, `intervalIntegral.integral_eq_sub_of_hasDerivAt`, then evaluates the integral. It also needs the integrand to be integrable, which follows from its continuity, `hcont`. The value $S(0)=D$ removes the contribution of the lower limit.

**Fermi circles.** `splitting_at_fermi` treats the two bands in turn. In each case `linear_combination -hsq` turns the radicand of $R$ into a perfect square by means of $S^2=ak^2+D^2$. Taking the root requires the sign of $S-a$ or $S+a$. For the lower band that sign is `h2`, proved by contradiction: `h4` is the non-negative product used above, `h3` is $a(E+D)>0$, and `nlinarith` finds the conflict.

**Gap edge and simpler form.** `branches_agree` first proves $R=a+D$ and then simplifies both fractions. `hall_above_gap` has two parts. The first shows that `hall` equals `metalBranch` for all $E\ge D$. At $E=D$ itself the definition selects `gapBranch`, so the agreement of the branches is used there. The second part factors $D^2+2aE$ as $(R-a)(R+a)$ to obtain $aD/(D^2+2aE)$. The bound $R\ge a+D$ ensures that neither factor vanishes.

**Conductivity as flux.** `hall_eq_flux` combines the previous results by rewriting. `hall_eq_flux_sub` first deduces $E\ge D$ from the upper-band equation, since $q^2/2\ge0$ and $S(q)\ge D$. It then inserts the two splittings and subtracts.

**Maximum.** In `hall_peak`, `hmono` follows the chain from $E$ to $R$ to $D/(a+R)$, with `h0` supplying the non-negative radicand. `hanti` compares two values of $aD/(D^2+2aE)$. For the strict maximum, an energy $E\ne D$ lies on one side of $D$, and the corresponding monotonicity statement compares it with the edge.

**Limit.** `peak_tendsto_half` starts from the divergence of $2a+D$ and obtains the limit of $1/2-(D/2)/(2a+D)$. The formula for the peak value in `hall_peak` is proved for $a>0$, so `filter_upwards` restricts the comparison with this expression to positive $a$, which is enough for a limit at infinity.
